# Umbrella integration in a quartic double well: the error at the window mean

Let $F(s)=a(s^2-1)^2$ with $a>0$ be the free energy along a collective variable $s$, and let a window have the weight

$$w(s)=\exp\!\big[-\beta\big(F(s)+\tfrac12K(s-s_0)^2\big)\big],\qquad \beta>0,$$

on the whole real line. Write $\langle\cdot\rangle$ for the normalised average with this weight, and $\mu$, $\sigma^2$, $m_3$ for the mean, variance and third central moment of $s$. Then

$$-K(\mu-s_0)=\langle F'\rangle,\qquad -K(\mu-s_0)-F'(\mu)=4a(3\mu\sigma^2+m_3).$$

If $K>0$ and the window is centred on the minimum $s_0=1$, the estimate $-K(\mu-s_0)$ is positive while $F'(\mu)$ is negative.

Here $\beta$ is the inverse temperature, $a$ the barrier height and $K$ the stiffness of the bias. Umbrella integration models the biased distribution by a Gaussian, whose logarithmic slope vanishes at $\mu$; this gives $-K(\mu-s_0)$ as the estimate of $F'(\mu)$. In this one-dimensional quartic model the estimate from the window at $s_0=1$ with $K>0$ has an error that longer sampling of the same window does not remove. For $s_0=0$ the weight is even, and the error is zero.

## From the total slope to the error

The quartic outgrows any quadratic term, so $w$ lies below a constant times $e^{-s^2}$ for every real $K$. All moments are therefore finite, and $w$ vanishes at both ends. Since $w'=-\beta\,[F'+K(s-s_0)]\,w$, integration over the line gives

$$0=\langle F'\rangle+K(\mu-s_0),$$

which is the first identity. For the second, put $s=\mu+\delta$, with $\langle\delta\rangle=0$, $\langle\delta^2\rangle=\sigma^2$ and $\langle\delta^3\rangle=m_3$. Then

$$\langle s^3\rangle=\mu^3+3\mu\sigma^2+m_3,$$

and because $F'(s)=4a(s^3-s)$,

$$\langle F'\rangle-F'(\mu)=4a\big(\langle s^3\rangle-\mu^3\big)=4a(3\mu\sigma^2+m_3).$$

The same argument applies to any quartic $F$ with positive leading coefficient and gives the error $\tfrac12F'''(\mu)\sigma^2+\tfrac16F''''m_3$.

## Two reflections fix the sign

Take $s_0=1$, $K>0$ and $Z=\int w\,ds$. Folding the integral for the mean about $0$ gives

$$Z\mu=\int_0^\infty s\,[w(s)-w(-s)]\,ds.$$

$F$ is even, and the bias energy at $-s$ exceeds that at $s$ by $2Ks$. The bracket is positive, so $\mu>0$. Folding about $1$ gives

$$Z(1-\mu)=\int_0^\infty u\,[w(1-u)-w(1+u)]\,du.$$

Now the bias is even, and $F(1+u)-F(1-u)=au^2[(2+u)^2-(2-u)^2]=8au^3>0$. Hence $\mu<1$. It follows that

$$-K(\mu-1)=K(1-\mu)>0,\qquad F'(\mu)=-4a\mu(1-\mu)(1+\mu)<0.$$

The condition $K>0$ is needed for these signs. With $K=0$ the weight is even, so $\mu=0$, and both the estimate and the exact slope are zero.

## The window and its averages in Lean

```lean
import Mathlib

open MeasureTheory

namespace UmbrellaIntegration

noncomputable section
```

The free energy and the weight are real functions with the parameters as arguments. The factor $\tfrac12$ in the bias fixes the convention for $K$.

```lean
/-- The symmetric double-well free energy `F(s) = a (s² - 1)²`. -/
def doubleWell (a s : ℝ) : ℝ := a * (s ^ 2 - 1) ^ 2

/-- The Boltzmann weight of a window with a harmonic bias of stiffness `K` centred at `s0`. -/
def weight (β a K s0 s : ℝ) : ℝ :=
  Real.exp (-β * (doubleWell a s + K * (s - s0) ^ 2 / 2))
```

An average is a ratio of Lebesgue integrals over the whole line, so `weight` itself need not be normalised.

```lean
/-- The average of an observable `g` in the biased window, for `β > 0` and `a > 0`. -/
def average (β a K s0 : ℝ) (g : ℝ → ℝ) : ℝ :=
  (∫ s, g s * weight β a K s0 s) / ∫ s, weight β a K s0 s
```

The three statistics of the window are such averages, and both central moments are taken about the window's own mean.

```lean
/-- The mean of the collective variable in the window. -/
def mean (β a K s0 : ℝ) : ℝ := average β a K s0 (fun s => s)

/-- The variance of the collective variable in the window. -/
def variance (β a K s0 : ℝ) : ℝ :=
  average β a K s0 (fun s => (s - mean β a K s0) ^ 2)

/-- The third central moment of the collective variable in the window. -/
def thirdMoment (β a K s0 : ℝ) : ℝ :=
  average β a K s0 (fun s => (s - mean β a K s0) ^ 3)
```

Despite its name, `umbrellaForce` estimates the slope $+F'$; the physical mean force has the opposite sign.

```lean
/-- The umbrella-integration estimate `-K (μ - s0)` of the free-energy slope at the mean. -/
def umbrellaForce (β a K s0 : ℝ) : ℝ := -K * (mean β a K s0 - s0)
```

These are exact equilibrium averages for a known $F$. Sampling noise and the combination of several windows are not modelled.

## Slope, moments and normalisation

The exact slope is Mathlib's `deriv`. The next lemma shows that the derivative exists and equals $4a(s^3-s)$, by the product rule.

```lean
variable {β a : ℝ}

/-- The slope of the double well is `4a (s³ - s)`. -/
theorem hasDerivAt_doubleWell (a s : ℝ) :
    HasDerivAt (doubleWell a) (4 * a * (s ^ 3 - s)) s := by
  have e : doubleWell a = fun x => a * ((x * x - 1) * (x * x - 1)) := by
    funext x
    unfold doubleWell
    ring
  have h := ((hasDerivAt_id' s).fun_mul (hasDerivAt_id' s)).sub_const 1
  rw [e]
  exact ((h.fun_mul h).const_mul a).congr_deriv (by ring)
```

The Gaussian bound comes from completing a square: with $b=\beta|K|+1$ and $c=\beta a$, one has $bu\le cu^2+b^2/(4c)$ for all $u$. This is applied at $u=s^2-1$, together with $(s-s_0)^2\le2(s^2+s_0^2)$. Each power of $s$ times the weight is then dominated by an integrable function.

```lean
/-- Every power of the collective variable is integrable against the window weight. -/
theorem integrable_pow_mul_weight (hβ : 0 < β) (ha : 0 < a) (K s0 : ℝ) (n : ℕ) :
    Integrable (fun s => s ^ n * weight β a K s0 s) := by
  have hc : 0 < β * a := mul_pos hβ ha
  -- the quartic dominates any quadratic term
  obtain ⟨D, hD⟩ : ∃ D, ∀ u : ℝ, (β * |K| + 1) * u ≤ β * a * u ^ 2 + D := by
    refine ⟨(β * |K| + 1) ^ 2 / (4 * (β * a)), fun u => ?_⟩
    generalize β * |K| + 1 = b
    generalize β * a = c at hc
    have h : c * u ^ 2 + b ^ 2 / (4 * c) - b * u = (2 * c * u - b) ^ 2 / (4 * c) := by
      field_simp
      ring
    have h' : 0 ≤ (2 * c * u - b) ^ 2 / (4 * c) := by positivity
    linarith
  have hw : ∀ s, weight β a K s0 s ≤
      Real.exp (β * |K| * s0 ^ 2 + (β * |K| + 1) + D) * Real.exp (-1 * s ^ 2) := by
    intro s
    unfold weight doubleWell
    rw [← Real.exp_add]
    apply Real.exp_le_exp.2
    have h1 : -K * (s - s0) ^ 2 ≤ |K| * (s - s0) ^ 2 :=
      mul_le_mul_of_nonneg_right (neg_le_abs K) (sq_nonneg _)
    have h2 : |K| * (s - s0) ^ 2 ≤ |K| * (2 * (s ^ 2 + s0 ^ 2)) :=
      mul_le_mul_of_nonneg_left (by nlinarith [sq_nonneg (s + s0)]) (abs_nonneg K)
    have h3 := mul_le_mul_of_nonneg_left (h1.trans h2) hβ.le
    linarith [hD (s ^ 2 - 1)]
  have hg : Integrable (fun s : ℝ => s ^ n * Real.exp (-1 * s ^ 2)) := by
    have hn : (-1 : ℝ) < (n : ℝ) := by
      have : (0 : ℝ) ≤ (n : ℝ) := Nat.cast_nonneg n
      linarith
    simpa only [Real.rpow_natCast] using integrable_rpow_mul_exp_neg_mul_sq one_pos hn
  have hcont : Continuous (fun s => s ^ n * weight β a K s0 s) := by
    unfold weight doubleWell
    fun_prop
  refine (hg.norm.const_mul (Real.exp (β * |K| * s0 ^ 2 + (β * |K| + 1) + D))).mono'
    hcont.aestronglyMeasurable (Filter.Eventually.of_forall fun s => ?_)
  have hpos : 0 ≤ weight β a K s0 s := (Real.exp_pos _).le
  rw [norm_mul, norm_mul, Real.norm_of_nonneg hpos,
    Real.norm_of_nonneg (Real.exp_pos (-1 * s ^ 2)).le]
  linarith [mul_le_mul_of_nonneg_left (hw s) (norm_nonneg (s ^ n))]
```

Folding an integral becomes a general lemma. The integral of $f(s)+f(2c-s)$ is twice that of $f$. The lemma assumes that this sum is positive for $s>c$ and that $f(c)\ge0$. By symmetry the sum is then nonnegative everywhere, and it is positive on the interval from $c$ to $c+1$, so the integral is positive.

```lean
/-- The integral of an integrable function is positive if the integrand plus its mirror image about
`c` is positive to the right of `c`, and the integrand is nonnegative at `c`. -/
theorem integral_pos_of_reflection {f : ℝ → ℝ} (c : ℝ) (hf : Integrable f) (h0 : 0 ≤ f c)
    (h1 : ∀ s, c < s → 0 < f s + f (2 * c - s)) : 0 < ∫ s, f s := by
  have hr : Integrable (fun s => f (2 * c - s)) := hf.comp_sub_left (2 * c)
  have hn : ∀ s, 0 ≤ f s + f (2 * c - s) := by
    intro s
    rcases lt_trichotomy s c with h | h | h
    · have h2 := h1 (2 * c - s) (by linarith)
      rw [sub_sub_cancel] at h2
      linarith
    · rw [h, show 2 * c - c = c by ring]
      linarith
    · exact (h1 s h).le
  have hp : 0 < ∫ s, (f s + f (2 * c - s)) := by
    refine (integral_pos_iff_support_of_nonneg (f := fun s => f s + f (2 * c - s))
      (fun s => hn s) (hf.add hr)).2 ?_
    have hs : Set.Ioo c (c + 1) ⊆ Function.support (fun s => f s + f (2 * c - s)) :=
      fun s hs => (h1 s hs.1).ne'
    exact lt_of_lt_of_le (by simp) (measure_mono hs)
  rw [integral_add hf hr, integral_sub_left_eq_self f volume (2 * c)] at hp
  linarith
```

A first use, with $c=0$, shows that the normalisation $Z$ is positive.

```lean
/-- The normalisation integral of the window is positive. -/
theorem partition_pos (hβ : 0 < β) (ha : 0 < a) (K s0 : ℝ) :
    0 < ∫ s, weight β a K s0 s :=
  integral_pos_of_reflection 0 (by simpa using integrable_pow_mul_weight hβ ha K s0 0)
    (Real.exp_pos _).le (fun _ _ => add_pos (Real.exp_pos _) (Real.exp_pos _))
```

Every observable in the error formula is a polynomial of degree at most three. Linearity reduces its average to the moments $\mu$, $\langle s^2\rangle$ and $\langle s^3\rangle$.

```lean
/-- A cubic observable is integrable in the window, and its average is the same combination
of the first three moments. -/
theorem average_cubic (hβ : 0 < β) (ha : 0 < a) (K s0 c0 c1 c2 c3 : ℝ) :
    Integrable (fun s => (c0 + c1 * s + c2 * s ^ 2 + c3 * s ^ 3) * weight β a K s0 s) ∧
    average β a K s0 (fun s => c0 + c1 * s + c2 * s ^ 2 + c3 * s ^ 3) =
      c0 + c1 * mean β a K s0 + c2 * average β a K s0 (fun s => s ^ 2)
        + c3 * average β a K s0 (fun s => s ^ 3) := by
  have hZ := (partition_pos hβ ha K s0).ne'
  have h := integrable_pow_mul_weight hβ ha K s0
  have i0 : Integrable (fun s => c0 * weight β a K s0 s) := by
    simpa using (h 0).const_mul c0
  have i1 : Integrable (fun s => c1 * (s * weight β a K s0 s)) := by
    simpa using (h 1).const_mul c1
  have i2 := (h 2).const_mul c2
  have i3 := (h 3).const_mul c3
  have i01 : Integrable (fun s => c0 * weight β a K s0 s + c1 * (s * weight β a K s0 s)) :=
    i0.add i1
  have i012 : Integrable (fun s => c0 * weight β a K s0 s + c1 * (s * weight β a K s0 s)
      + c2 * (s ^ 2 * weight β a K s0 s)) := i01.add i2
  have e : (fun s => (c0 + c1 * s + c2 * s ^ 2 + c3 * s ^ 3) * weight β a K s0 s) =
      fun s => c0 * weight β a K s0 s + c1 * (s * weight β a K s0 s)
        + c2 * (s ^ 2 * weight β a K s0 s) + c3 * (s ^ 3 * weight β a K s0 s) := by
    funext s
    ring
  constructor
  · rw [e]
    exact i012.add i3
  · unfold mean average
    rw [e, integral_add i012 i3, integral_add i01 i2, integral_add i0 i1]
    simp only [integral_const_mul]
    field_simp
```

## The identity and the error formula

The lemma `average_total_slope` is the integration of $w'$. The derivative `hd` is the chain rule, and `integral_eq_zero_of_hasDerivAt_of_integrable` takes the place of the vanishing boundary terms: if a function and its derivative are both integrable on the line, the derivative integrates to zero. Dividing by $-\beta\neq0$ finishes the step.

```lean
/-- The mean of the total slope, free energy plus bias, vanishes in the window. -/
theorem average_total_slope (hβ : 0 < β) (ha : 0 < a) (K s0 : ℝ) :
    average β a K s0 (fun s => deriv (doubleWell a) s + K * (s - s0)) = 0 := by
  have hd : ∀ s, HasDerivAt (weight β a K s0)
      (-β * ((deriv (doubleWell a) s + K * (s - s0)) * weight β a K s0 s)) s := by
    intro s
    have e : weight β a K s0 =
        fun x => Real.exp (-β * (doubleWell a x + K / 2 * ((x - s0) * (x - s0)))) := by
      funext x
      unfold weight
      congr 1
      ring
    have hb := (hasDerivAt_id' s).sub_const s0
    rw [(hasDerivAt_doubleWell a s).deriv, e]
    exact ((((hasDerivAt_doubleWell a s).fun_add
      ((hb.fun_mul hb).const_mul (K / 2))).const_mul (-β)).exp).congr_deriv (by ring)
  have hi : Integrable
      (fun s => (deriv (doubleWell a) s + K * (s - s0)) * weight β a K s0 s) := by
    have e : (fun s => (deriv (doubleWell a) s + K * (s - s0)) * weight β a K s0 s) =
        fun s => (-K * s0 + (K - 4 * a) * s + 0 * s ^ 2 + 4 * a * s ^ 3)
          * weight β a K s0 s := by
      funext s
      rw [(hasDerivAt_doubleWell a s).deriv]
      ring
    rw [e]
    exact (average_cubic hβ ha K s0 _ _ _ _).1
  -- the weight decays at both ends, so its derivative integrates to zero
  have hz := integral_eq_zero_of_hasDerivAt_of_integrable hd (hi.const_mul (-β))
    (by simpa using integrable_pow_mul_weight hβ ha K s0 0)
  rw [integral_const_mul] at hz
  have h := (mul_eq_zero.1 hz).resolve_left (neg_ne_zero.2 hβ.ne')
  unfold average
  rw [h, zero_div]
```

The theorem `umbrellaForce_error` states both identities for all real `K` and `s0`, given only $\beta>0$ and $a>0$. Its proof expands the central moments in raw ones,

$$\sigma^2=\langle s^2\rangle-\mu^2,\qquad m_3=\langle s^3\rangle-3\mu\langle s^2\rangle+2\mu^3,$$

which are `hv` and `h3`. The final `linear_combination` inserts the vanishing total slope `ht`.

```lean
/-- The umbrella-integration estimate is the window average of `F'`, and it differs from
`F'` at the mean by `4a (3 μ σ² + m₃)`. -/
theorem umbrellaForce_error (hβ : 0 < β) (ha : 0 < a) (K s0 : ℝ) :
    umbrellaForce β a K s0 = average β a K s0 (deriv (doubleWell a)) ∧
    umbrellaForce β a K s0 - deriv (doubleWell a) (mean β a K s0) =
      4 * a * (3 * mean β a K s0 * variance β a K s0 + thirdMoment β a K s0) := by
  have hc := fun c0 c1 c2 c3 => (average_cubic hβ ha K s0 c0 c1 c2 c3).2
  have ht := average_total_slope hβ ha K s0
  have e1 : (fun s => deriv (doubleWell a) s + K * (s - s0)) =
      fun s => -K * s0 + (K - 4 * a) * s + 0 * s ^ 2 + 4 * a * s ^ 3 := by
    funext s
    rw [(hasDerivAt_doubleWell a s).deriv]
    ring
  have e2 : deriv (doubleWell a) =
      fun s => 0 + (-4 * a) * s + 0 * s ^ 2 + 4 * a * s ^ 3 := by
    funext s
    rw [(hasDerivAt_doubleWell a s).deriv]
    ring
  rw [e1, hc] at ht
  constructor
  · rw [e2, hc]
    unfold umbrellaForce
    linarith
  · -- expand the central moments in raw moments
    have hv : variance β a K s0 =
        average β a K s0 (fun s => s ^ 2) - mean β a K s0 ^ 2 := by
      unfold variance
      generalize hm : mean β a K s0 = m
      have e : (fun s : ℝ => (s - m) ^ 2) =
          fun s => m ^ 2 + (-2 * m) * s + 1 * s ^ 2 + 0 * s ^ 3 := by
        funext s
        ring
      rw [e, hc, hm]
      ring
    have h3 : thirdMoment β a K s0 = average β a K s0 (fun s => s ^ 3)
        - 3 * mean β a K s0 * average β a K s0 (fun s => s ^ 2)
        + 2 * mean β a K s0 ^ 3 := by
      unfold thirdMoment
      generalize hm : mean β a K s0 = m
      have e : (fun s : ℝ => (s - m) ^ 3) =
          fun s => -m ^ 3 + (3 * m ^ 2) * s + (-3 * m) * s ^ 2 + 1 * s ^ 3 := by
        funext s
        ring
      rw [e, hc, hm]
      ring
    rw [(hasDerivAt_doubleWell a _).deriv, hv, h3]
    unfold umbrellaForce
    linear_combination -ht
```

## The wrong sign in a window centred on the minimum

The bounds $0<\mu<1$ use the reflection lemma twice, about $0$ for $s\,w$ and about $1$ for $(1-s)\,w$. The two inequalities called `hw` compare the weights at mirror points, through the energy differences $2Ks$ and $8a(s-1)^3$.

```lean
/-- In a window with `K > 0` centred on the minimum `s = 1`, the mean lies strictly between the
barrier top at `0` and the minimum. -/
theorem mean_window_at_minimum {K : ℝ} (hβ : 0 < β) (ha : 0 < a) (hK : 0 < K) :
    0 < mean β a K 1 ∧ mean β a K 1 < 1 := by
  have hZ := partition_pos hβ ha K 1
  have i0 : Integrable (weight β a K 1) := by
    simpa using integrable_pow_mul_weight hβ ha K 1 0
  have i1 : Integrable (fun s => s * weight β a K 1 s) := by
    simpa using integrable_pow_mul_weight hβ ha K 1 1
  constructor
  · -- the bias favours the right-hand side of the barrier
    refine div_pos (integral_pos_of_reflection 0 i1 (by simp) fun s hs => ?_) hZ
    have hw : weight β a K 1 (2 * 0 - s) < weight β a K 1 s := by
      unfold weight doubleWell
      apply Real.exp_lt_exp.2
      have h : 0 < β * (2 * K * s) := by positivity
      linarith
    linarith [mul_pos hs (sub_pos.2 hw)]
  · -- the well is softer towards the barrier
    have i2 : Integrable (fun s => weight β a K 1 s - s * weight β a K 1 s) := i0.sub i1
    have hp : 0 < ∫ s, (weight β a K 1 s - s * weight β a K 1 s) := by
      refine integral_pos_of_reflection 1 i2 (by simp) fun s hs => ?_
      have hu : 0 < s - 1 := sub_pos.2 hs
      have hw : weight β a K 1 s < weight β a K 1 (2 * 1 - s) := by
        unfold weight doubleWell
        apply Real.exp_lt_exp.2
        have h : 0 < β * (8 * a * (s - 1) ^ 3) := by positivity
        linarith
      linarith [mul_pos hu (sub_pos.2 hw)]
    rw [integral_sub i0 i1] at hp
    exact (div_lt_one hZ).2 (by linarith)
```

The last theorem says that for all positive $\beta$, $a$ and $K$, the estimate in the window at $s_0=1$ is strictly positive and the exact slope at its mean strictly negative. It concerns the signs and gives no lower bound on the size of the error. Once $0<\mu<1$ is known, both signs follow from the factorised expressions.

```lean
/-- In a window with `K > 0` centred on the minimum `s = 1`, the umbrella-integration estimate is
positive while the exact slope at the mean is negative. -/
theorem umbrellaForce_wrong_sign {K : ℝ} (hβ : 0 < β) (ha : 0 < a) (hK : 0 < K) :
    0 < umbrellaForce β a K 1 ∧ deriv (doubleWell a) (mean β a K 1) < 0 := by
  obtain ⟨h0, h1⟩ := mean_window_at_minimum hβ ha hK
  rw [(hasDerivAt_doubleWell a _).deriv]
  unfold umbrellaForce
  generalize mean β a K 1 = m at h0 h1
  have hm : 0 < 1 - m := sub_pos.2 h1
  constructor
  · linarith [mul_pos hK hm]
  · have h : 0 < 4 * a * (m * (1 - m) * (1 + m)) := by positivity
    linarith

end

end UmbrellaIntegration
```

```lean
#print axioms UmbrellaIntegration.umbrellaForce_error
-- 'UmbrellaIntegration.umbrellaForce_error' depends on axioms: [propext, Classical.choice, Quot.sound]
#print axioms UmbrellaIntegration.umbrellaForce_wrong_sign
-- 'UmbrellaIntegration.umbrellaForce_wrong_sign' depends on axioms: [propext, Classical.choice, Quot.sound]
```
